# Truncated third-order perturbation energies need not be monotone in the number of excited states

A truncation is modelled here as a finite set s of excited states, with the unperturbed levels and the perturbation matrix held fixed while s grows. This describes a sum over states cut off at some level. It does not describe a change of orbital basis, which would alter the levels and matrix elements as well.

## One added state at second and third order

Let E_k be the unperturbed levels, V a real symmetric perturbation and g the reference state. The first-order amplitude of state k is

c_k = V_kg / (E_g − E_k).

The truncated energies are

E2(s) = Σ_{k∈s} V_kg² / (E_g − E_k)

E3(s) = Σ_{j,k∈s} c_j V_jk c_k − V_gg Σ_{k∈s} c_k².

If every included state lies above g, E2 can only fall or stay level as s grows. For E3, adding a state a outside s gives

E3(s ∪ {a}) = E3(s) + c_a² (V_aa − V_gg) + 2 c_a Σ_{k∈s} V_ak c_k,

and neither added term has a fixed sign.

## Stopping rules in sum-over-states codes

When all levels lie above the reference, a truncated second-order sum is an upper bound on every larger one. A third-order sum gives no such one-sided bound, and a small last increment says nothing by itself about the next. This bears on static hyperpolarizabilities computed from a finite list of states, since a diagonal component of the first hyperpolarizability is, up to a constant factor, a third-order energy with the dipole operator as V.

## From the increment to a prescribed sequence

At second order, if every state in t lies above g, the states added in going from s to a larger set t contribute

E2(t) − E2(s) = Σ_{k∈t, k∉s} V_kg² / (E_g − E_k) ≤ 0,

because each numerator is a square and each denominator is negative.

At third order, the double sum over s ∪ {a} consists of the old pairs, the pair (a,a), a new row and a new column. By symmetry of V the row and the column are equal, which gives the factor 2. The V_gg term supplies −V_gg c_a².

For unit gaps, c_k = −V_kg. With V_gg = 0 the two minus signs cancel and

E3(s) = Σ_{j,k∈s} V_gj V_jk V_kg.

Now take g = 0 and three excited states with V_0k = 1, V_11 = V_33 = 1, V_12 = V_21 = −1 and all other excited elements zero. Then

E3({1}) = V_11 = 1

E3({1,2}) = 1 + V_22 + 2 V_12 = 1 + 0 − 2 = −1

E3({1,2,3}) = −1 + V_33 + 2 (V_31 + V_32) = −1 + 1 + 0 = 0.

The energy falls and then rises. The three excited states are degenerate here, so a cut-off in energy would include them all at once. The sums depend continuously on the gaps, however, so a small enough splitting that puts the states in the order 1, 2, 3 keeps both the fall and the rise.

The same increment formula allows any behaviour at all. Fix levels E_k ≠ E_0 and couplings V_0k = v_k ≠ 0 for k ≥ 1, and choose a target sequence t_N with t_0 = 0. Set V_00 = 0, make the excited block diagonal, and put

V_kk = (t_k − t_{k−1}) ((E_0 − E_k) / v_k)² = (t_k − t_{k−1}) / c_k².

There is no cross term, so adding state k changes the energy by c_k² V_kk = t_k − t_{k−1}. Starting from zero, the sum over states 1 to N is t_N.

The smallest truncation is the empty one, whose energy is zero; this is why t_0 = 0 is required. If the empty truncation is counted, two excited states already suffice for non-monotone behaviour, since the model then runs 0, 1, −1. With one excited state there is only a single step, which cannot reverse.

## The Lean file

```lean
import Mathlib

open Finset

namespace TruncatedThirdOrder

noncomputable section

variable {ι : Type*}

/-- First-order amplitude of state `k` in the perturbed state that grows out of `g`. -/
def amp (E : ι → ℝ) (V : Matrix ι ι ℝ) (g k : ι) : ℝ :=
  V k g / (E g - E k)

/-- Second-order energy of state `g`, summed over the excited states in `s`. -/
def secondOrder (E : ι → ℝ) (V : Matrix ι ι ℝ) (g : ι) (s : Finset ι) : ℝ :=
  ∑ k ∈ s, (V k g) ^ 2 / (E g - E k)

/-- Third-order energy of state `g` for a real symmetric perturbation, summed over the
excited states in `s`. -/
def thirdOrder (E : ι → ℝ) (V : Matrix ι ι ℝ) (g : ι) (s : Finset ι) : ℝ :=
  (∑ j ∈ s, ∑ k ∈ s, amp E V g j * V j k * amp E V g k)
    - V g g * ∑ k ∈ s, (amp E V g k) ^ 2

/-- If all states in the larger set lie above `g`, its second-order energy is at most that of any
subset. -/
theorem secondOrder_antitone [DecidableEq ι] (E : ι → ℝ) (V : Matrix ι ι ℝ) (g : ι)
    {s t : Finset ι} (hst : s ⊆ t) (hE : ∀ k ∈ t, E g < E k) :
    secondOrder E V g t ≤ secondOrder E V g s := by
  unfold secondOrder
  rw [← Finset.sum_sdiff hst]
  -- each added state contributes a square over a negative denominator
  have h : ∑ k ∈ t \ s, (V k g) ^ 2 / (E g - E k) ≤ 0 := by
    apply Finset.sum_nonpos
    intro k hk
    have hk' := hE k (Finset.mem_sdiff.mp hk).1
    exact div_nonpos_of_nonneg_of_nonpos (sq_nonneg _) (by linarith)
  linarith

/-- For unit gaps and vanishing first-order energy, the third-order energy is the plain sum
of the products `V_gj V_jk V_kg`. -/
theorem thirdOrder_unit_gap (E : ι → ℝ) (V : Matrix ι ι ℝ) (hV : ∀ i j, V i j = V j i)
    (g : ι) (s : Finset ι) (h0 : V g g = 0) (hE : ∀ k ∈ s, E k - E g = 1) :
    thirdOrder E V g s = ∑ j ∈ s, ∑ k ∈ s, V g j * V j k * V k g := by
  unfold thirdOrder
  rw [h0, zero_mul, sub_zero]
  refine Finset.sum_congr rfl fun j hj => Finset.sum_congr rfl fun k hk => ?_
  have h1 : E g - E j = -1 := by linarith [hE j hj]
  have h2 : E g - E k = -1 := by linarith [hE k hk]
  unfold amp
  rw [h1, h2, hV g j]
  ring

/-- Including one more state `a` changes the third-order energy by a diagonal term and by a
cross term with the states already present. -/
theorem thirdOrder_insert [DecidableEq ι] (E : ι → ℝ) (V : Matrix ι ι ℝ)
    (hV : ∀ i j, V i j = V j i) (g : ι) {a : ι} {s : Finset ι} (ha : a ∉ s) :
    thirdOrder E V g (insert a s) = thirdOrder E V g s
      + (amp E V g a) ^ 2 * (V a a - V g g)
      + 2 * amp E V g a * ∑ k ∈ s, V a k * amp E V g k := by
  -- the new row and the new column give the same cross term
  have h1 : ∑ k ∈ s, amp E V g a * V a k * amp E V g k
      = amp E V g a * ∑ k ∈ s, V a k * amp E V g k := by
    rw [Finset.mul_sum]
    exact Finset.sum_congr rfl fun k _ => by ring
  have h2 : ∑ k ∈ s, amp E V g k * V k a * amp E V g a
      = amp E V g a * ∑ k ∈ s, V a k * amp E V g k := by
    rw [Finset.mul_sum]
    exact Finset.sum_congr rfl fun k _ => by rw [hV k a]; ring
  unfold thirdOrder
  simp only [Finset.sum_insert ha, Finset.sum_add_distrib]
  rw [h1, h2]
  ring

/-- Levels of the model: a ground state and three excited states at unit gap. -/
def modelE : Fin 4 → ℝ := ![0, 1, 1, 1]

/-- Perturbation of the model, with state 0 as the ground state. -/
def modelV : Matrix (Fin 4) (Fin 4) ℝ :=
  !![0, 1, 1, 1; 1, 1, -1, 0; 1, -1, 0, 0; 1, 0, 0, 1]

/-- The third-order energies of the model over the first one, two and three excited states
are 1, -1 and 0. -/
theorem model_values :
    thirdOrder modelE modelV 0 {1} = 1 ∧
    thirdOrder modelE modelV 0 {1, 2} = -1 ∧
    thirdOrder modelE modelV 0 {1, 2, 3} = 0 := by
  -- write the sums over two and three states out term by term
  have s2 : ∀ f : Fin 4 → ℝ, ∑ k ∈ ({1, 2} : Finset (Fin 4)), f k = f 1 + f 2 :=
    fun f => Finset.sum_pair (show (1 : Fin 4) ≠ 2 by decide)
  have s3 : ∀ f : Fin 4 → ℝ,
      ∑ k ∈ ({1, 2, 3} : Finset (Fin 4)), f k = f 1 + (f 2 + f 3) := by
    intro f
    rw [Finset.sum_insert (show (1 : Fin 4) ∉ ({2, 3} : Finset (Fin 4)) by decide),
      Finset.sum_pair (show (2 : Fin 4) ≠ 3 by decide)]
  -- read off the levels and the matrix elements
  have e0 : modelE 0 = 0 := rfl
  have e1 : modelE 1 = 1 := rfl
  have e2 : modelE 2 = 1 := rfl
  have e3 : modelE 3 = 1 := rfl
  have v00 : modelV 0 0 = 0 := rfl
  have v10 : modelV 1 0 = 1 := rfl
  have v20 : modelV 2 0 = 1 := rfl
  have v30 : modelV 3 0 = 1 := rfl
  have v11 : modelV 1 1 = 1 := rfl
  have v12 : modelV 1 2 = -1 := rfl
  have v13 : modelV 1 3 = 0 := rfl
  have v21 : modelV 2 1 = -1 := rfl
  have v22 : modelV 2 2 = 0 := rfl
  have v23 : modelV 2 3 = 0 := rfl
  have v31 : modelV 3 1 = 0 := rfl
  have v32 : modelV 3 2 = 0 := rfl
  have v33 : modelV 3 3 = 1 := rfl
  refine ⟨?_, ?_, ?_⟩
  · simp only [thirdOrder, Finset.sum_singleton, amp, e0, e1, v00, v10, v11]
    norm_num
  · simp only [thirdOrder, s2, amp, e0, e1, e2, v00, v10, v20, v11, v12, v21, v22]
    norm_num
  · simp only [thirdOrder, s3, amp, e0, e1, e2, e3, v00, v10, v20, v30,
      v11, v12, v13, v21, v22, v23, v31, v32, v33]
    norm_num

/-- As the excited states of the model are included one by one, the third-order energy is
neither monotonically rising nor monotonically falling. -/
theorem model_not_monotone :
    ¬ Monotone (fun n : Fin 3 => thirdOrder modelE modelV 0
        ((![{1}, {1, 2}, {1, 2, 3}] : Fin 3 → Finset (Fin 4)) n)) ∧
    ¬ Antitone (fun n : Fin 3 => thirdOrder modelE modelV 0
        ((![{1}, {1, 2}, {1, 2, 3}] : Fin 3 → Finset (Fin 4)) n)) := by
  obtain ⟨v1, v2, v3⟩ := model_values
  constructor
  · intro h
    have h' : thirdOrder modelE modelV 0 {1} ≤ thirdOrder modelE modelV 0 {1, 2} :=
      h (show (0 : Fin 3) ≤ 1 by decide)
    linarith
  · intro h
    have h' : thirdOrder modelE modelV 0 {1, 2, 3} ≤ thirdOrder modelE modelV 0 {1, 2} :=
      h (show (1 : Fin 3) ≤ 2 by decide)
    linarith

/-- Perturbation with couplings `v` to state 0 and a diagonal block on the other states tuned to the
increments of the sequence `t`. -/
def tunedV (E v t : ℕ → ℝ) : Matrix ℕ ℕ ℝ := fun j k =>
  if j = 0 then (if k = 0 then 0 else v k)
  else if k = 0 then v j
  else if j = k then (t j - t (j - 1)) * ((E 0 - E j) / v j) ^ 2
  else 0

/-- The tuned perturbation is symmetric. -/
theorem tunedV_symm (E v t : ℕ → ℝ) (j k : ℕ) : tunedV E v t j k = tunedV E v t k j := by
  rcases eq_or_ne j k with rfl | h
  · rfl
  · by_cases hj : j = 0 <;> by_cases hk : k = 0 <;> simp [tunedV, hj, hk, h, h.symm]

/-- Given levels not degenerate with the reference state 0, nonzero couplings to that state and a
sequence that starts at zero, there is a symmetric perturbation with these couplings and with `V 0 0
= 0` whose third-order energies over the states 1 to `N` follow the sequence. -/
theorem thirdOrder_arbitrary (E v t : ℕ → ℝ) (hE : ∀ k, 1 ≤ k → E k ≠ E 0)
    (hv : ∀ k, 1 ≤ k → v k ≠ 0) (ht : t 0 = 0) :
    ∃ V : Matrix ℕ ℕ ℝ, (∀ i j, V i j = V j i) ∧ V 0 0 = 0 ∧ (∀ k, 1 ≤ k → V 0 k = v k) ∧
      ∀ N, thirdOrder E V 0 (Finset.Icc 1 N) = t N := by
  have h00 : tunedV E v t 0 0 = 0 := by simp [tunedV]
  refine ⟨tunedV E v t, tunedV_symm E v t, h00, ?_, ?_⟩
  · intro k hk
    have hk0 : k ≠ 0 := by omega
    simp [tunedV, hk0]
  · intro N
    induction N with
    | zero => simp [thirdOrder, ht]
    | succ N ih =>
      have hI : Finset.Icc 1 (N + 1) = insert (N + 1) (Finset.Icc 1 N) := by
        ext x
        simp only [Finset.mem_Icc, Finset.mem_insert]
        omega
      have hn : N + 1 ∉ Finset.Icc 1 N := by
        simp only [Finset.mem_Icc]
        omega
      -- the excited block is diagonal, so there is no cross term
      have hc : ∑ k ∈ Finset.Icc 1 N, tunedV E v t (N + 1) k * amp E (tunedV E v t) 0 k = 0 := by
        apply Finset.sum_eq_zero
        intro k hk
        have hk' := Finset.mem_Icc.mp hk
        have h1 : k ≠ 0 := by omega
        have h2 : N + 1 ≠ k := by omega
        simp [tunedV, h1, h2]
      have hd : tunedV E v t (N + 1) (N + 1)
          = (t (N + 1) - t N) * ((E 0 - E (N + 1)) / v (N + 1)) ^ 2 := by
        simp [tunedV]
      have ha : amp E (tunedV E v t) 0 (N + 1) = v (N + 1) / (E 0 - E (N + 1)) := by
        simp [amp, tunedV]
      have hD : E 0 - E (N + 1) ≠ 0 := sub_ne_zero.mpr (hE (N + 1) (by omega)).symm
      have hw : v (N + 1) ≠ 0 := hv (N + 1) (by omega)
      have hxy : v (N + 1) / (E 0 - E (N + 1)) * ((E 0 - E (N + 1)) / v (N + 1)) = 1 := by
        field_simp
      rw [hI, thirdOrder_insert E _ (tunedV_symm E v t) 0 hn, ih, hc, hd, ha, h00]
      -- the diagonal term is exactly the required increment
      generalize v (N + 1) / (E 0 - E (N + 1)) = x at hxy ⊢
      generalize (E 0 - E (N + 1)) / v (N + 1) = y at hxy ⊢
      linear_combination (t (N + 1) - t N) * (x * y + 1) * hxy

end

end TruncatedThirdOrder
```

```lean
#print axioms TruncatedThirdOrder.secondOrder_antitone
-- 'TruncatedThirdOrder.secondOrder_antitone' depends on axioms: [propext, Classical.choice, Quot.sound]
#print axioms TruncatedThirdOrder.thirdOrder_unit_gap
-- 'TruncatedThirdOrder.thirdOrder_unit_gap' depends on axioms: [propext, Classical.choice, Quot.sound]
#print axioms TruncatedThirdOrder.model_not_monotone
-- 'TruncatedThirdOrder.model_not_monotone' depends on axioms: [propext, Classical.choice, Quot.sound]
#print axioms TruncatedThirdOrder.thirdOrder_arbitrary
-- 'TruncatedThirdOrder.thirdOrder_arbitrary' depends on axioms: [propext, Classical.choice, Quot.sound]
```

## What the theorems say about a truncated sum

The levels are a function `E : ι → ℝ`, the perturbation is a `Matrix ι ι ℝ`, and the truncation is a `Finset ι`. The definitions `amp`, `secondOrder` and `thirdOrder` are c_k, E2 and E3. Symmetry of V enters as the hypothesis `hV` where it is needed.

`secondOrder_antitone` assumes that every state in the larger set lies strictly above g. Its proof splits the larger sum into old and added states and bounds each added term by zero. `thirdOrder_insert` expands the double sum, with `h1` and `h2` identifying the new row and column as the same cross term. It has no hypothesis on the gaps, because division in Lean is always defined and the identity holds whatever values the amplitudes take; its physical reading needs E_k ≠ E_g for the included states.

`model_values` evaluates the three energies from the matrix entries, and `thirdOrder_unit_gap` identifies such energies with the bare triple products. `model_not_monotone` then compares the first two values to exclude a rising sequence and the last two to exclude a falling one.

`thirdOrder_arbitrary` labels the states by natural numbers, with 0 as the reference state (the other levels need only differ from E_0) and `Finset.Icc 1 N` as the truncation. The proof is an induction on N: `hc` removes the cross term, and `hxy` states that the amplitude times its inverse is 1, so the diagonal term equals the required increment.

The order of choice matters in this last theorem: the matrix is built after the target sequence is given. The result therefore shows that levels and nonzero couplings to the reference state do not by themselves constrain the third-order energies of the non-empty truncations 1 to N, but it says nothing about a particular molecule, whose excited block is fixed. The infinite matrix is only an array of numbers, and its diagonal may grow without bound, so it need not define a bounded operator. Complex Hermitian perturbations and a reference state degenerate with an included state are not treated.

The third-order formula is a definition in the file. A different model would define E3(s) as the λ³ coefficient of the eigenvalue of H₀ + λV that starts at E_g, restricted to g and the states in s. For a non-degenerate reference the numbers would be the same, but the sum-over-states formula would become a theorem needing its own proof.
